# Error bounds for RPA single points at DFT geometries on energy surfaces with curvature bounded below by a positive constant

An energy from the random-phase approximation (RPA) is often computed at a geometry optimised with density functional theory (DFT). That geometry is generally not the minimum of the RPA surface, so the energy contains a geometry error of unknown size. A small RPA gradient does not settle the matter. On the soft surface $F(x)=\varepsilon x^2/2$ with $\varepsilon>0$, the point $x_0=\delta/\varepsilon$ has slope $\delta$, yet it lies $|\delta|/\varepsilon$ from the minimum and $\delta^2/(2\varepsilon)$ above it. For fixed $\delta\neq0$, both errors grow without limit as $\varepsilon\to0$. A fixed positive lower bound on the curvature excludes this.

## From a curvature bound to errors in geometry and energy

Let $E$ be a finite-dimensional real inner-product space of geometries. Let the RPA energy $F$ have gradient $g$ and Hessian $H$, with
$$\langle v,H(x)v\rangle\ge m\|v\|^2,\qquad m>0,$$
for all $x$ and $v$. The constant $m$ stands for a force constant that no distortion of the molecule undercuts. Let the DFT energy $G$ be stationary at $x_0$, and let $D$ be the gradient of $F-G$ at $x_0$. Then $F$ has exactly one minimizer $x_1$, and
$$\|x_0-x_1\|\le\frac{\|D\|}{m},\qquad 0\le F(x_0)-F(x_1)\le\frac{\|D\|^2}{2m}.$$
On the real line, $D=F'(x_0)-G'(x_0)$ and the curvature condition reads $F''\ge m$.

**A parabola below the surface.** Fix $x$ and $v$ and put $\varphi(t)=F(x+tv)$. Then $\varphi'(t)=\langle v,g(x+tv)\rangle$ and $\varphi''(t)=\langle v,H(x+tv)v\rangle\ge m\|v\|^2$. Hence $\varphi'(t)-m\|v\|^2t$ is nondecreasing, which gives $\varphi'(t)\ge\varphi'(0)+m\|v\|^2t$ for $t\ge0$. Therefore $\varphi(t)-\varphi'(0)t-\tfrac m2\|v\|^2t^2$ is nondecreasing for $t\ge0$. Comparing $t=0$ with $t=1$ yields
$$F(x+v)\ge F(x)+\langle g(x),v\rangle+\tfrac m2\|v\|^2.\tag{1}$$

**Existence.** Take $x=0$ and $v=y$ in (1). By the Cauchy–Schwarz inequality,
$$F(y)\ge F(0)+\|y\|\left(\tfrac m2\|y\|-\|g(0)\|\right),$$
which exceeds $F(0)$ when $\|y\|>2\|g(0)\|/m$. The closed ball of that radius is compact, so the continuous function $F$ has a minimizer on it. Its energy is at most $F(0)$, so it minimizes $F$ everywhere.

**Uniqueness.** At a minimizer $g(x_1)=0$, and (1) becomes
$$F(y)\ge F(x_1)+\tfrac m2\|y-x_1\|^2.\tag{2}$$
If $z$ is also a minimizer, then $F(z)\le F(x_1)$, and (2) forces $z=x_1$.

**Energy.** Put $r=\|x_1-x_0\|$. From (1) at $x_0$ with $v=x_1-x_0$,
$$F(x_0)-F(x_1)\le\|g(x_0)\|r-\tfrac m2r^2
=\frac{\|g(x_0)\|^2}{2m}-\frac{(\|g(x_0)\|-mr)^2}{2m}\le\frac{\|g(x_0)\|^2}{2m}.$$
The lower bound $0$ holds because $x_1$ is a minimizer.

**Geometry.** Adding the same instance of (1) to (2) at $y=x_0$ cancels the energies and leaves $mr^2\le-\langle g(x_0),x_1-x_0\rangle\le\|g(x_0)\|r$. If $r>0$, divide by $r$; if $r=0$, the bound is immediate.

**The DFT geometry.** Since the gradient of $G$ vanishes at $x_0$, $D=g(x_0)-0=g(x_0)$. This turns the last two estimates into the claim.

## What happens at an unconverged DFT geometry

Stationarity of $G$ is needed for the two upper bounds even if the DFT and RPA surfaces coincide. Take $F(x)=G(x)=x^2/2$, $m=1$ and $x_0=1$. Then $D=0$, but the minimizer is $x_1=0$, so the displacement is $1$ and the energy error $1/2$. With a residual DFT force, the bounds still hold with the RPA gradient $g(x_0)$ in place of $D$.

## Stiff surfaces and equilibria in Lean

The ambient space `E` is a complete real inner-product space. Finite dimension is added only where existence of a minimizer is at stake.

```lean
import Mathlib

open scoped InnerProductSpace

namespace RPASinglePoint

variable {E : Type*} [NormedAddCommGroup E] [InnerProductSpace ℝ E] [CompleteSpace E]
```

`StiffSurface F g H m` collects the assumptions on the RPA surface: `grad` says that `g x` is the gradient of `F` at `x`, `hess` that the linear map `H x` is the derivative of `g`, and `stiff` is the curvature bound.

```lean
/-- An energy surface `F` with gradient `g` and Hessian `H`, whose curvature in every
direction and at every geometry is at least `m > 0`. -/
structure StiffSurface (F : E → ℝ) (g : E → E) (H : E → E →L[ℝ] E) (m : ℝ) : Prop where
  pos : 0 < m
  grad : ∀ x, HasGradientAt F (g x) x
  hess : ∀ x, HasFDerivAt g (H x) x
  stiff : ∀ x v, m * ‖v‖ ^ 2 ≤ ⟪v, H x v⟫_ℝ
```

The bound is assumed for all geometries, not derived from the RPA energy expression, and `F` may be any function that satisfies it. This is a strong idealisation. It excludes several minima, barriers and flat dissociation tails. It also excludes Cartesian coordinates of a free molecule, whose energy does not change under translation, so `E` is to be read as a space of internal coordinates with a chosen inner product.

An equilibrium is defined as a global minimizer. In general this is a stronger condition than stationarity; on a stiff surface the two coincide, by (1).

```lean
/-- The geometry `x` minimizes the energy `F` over all geometries. -/
def IsEquilibrium {X : Type*} (F : X → ℝ) (x : X) : Prop := ∀ y, F x ≤ F y
```

## The parabola and its consequences

`parabola_le` is inequality (1). `hslope` and `henergy` compute the derivatives of $\varphi'$ and $\varphi$. The monotone functions of the derivation appear as `hmono1` and `hmono2`, each obtained from a nonnegative derivative, so no continuity of the Hessian is required. The last lines compare $t=0$ with $t=1$.

```lean
variable {F G : E → ℝ} {g : E → E} {H : E → E →L[ℝ] E} {m : ℝ}

/-- A stiff surface lies on or above the parabola of curvature `m` that touches it at `x` with the
same gradient. -/
theorem parabola_le (h : StiffSurface F g H m) (x v : E) :
    F x + ⟪g x, v⟫_ℝ + m / 2 * ‖v‖ ^ 2 ≤ F (x + v) := by
  have hline : ∀ t : ℝ, HasDerivAt (fun s : ℝ => x + s • v) v t := fun t =>
    (((hasDerivAt_id' t).smul_const v).const_add x).congr_deriv (one_smul ℝ v)
  -- slope of the energy along the segment, and its derivative
  have hslope : ∀ t : ℝ, HasDerivAt (fun s : ℝ => ⟪v, g (x + s • v)⟫_ℝ)
      ⟪v, H (x + t • v) v⟫_ℝ t := by
    intro t
    have h1 := HasFDerivAt.comp_hasDerivAt t (h.hess (x + t • v)) (hline t)
    exact ((hasDerivAt_const t v).inner ℝ h1).congr_deriv (by simp)
  have henergy : ∀ t : ℝ, HasDerivAt (fun s : ℝ => F (x + s • v))
      ⟪v, g (x + t • v)⟫_ℝ t := by
    intro t
    have h1 := HasFDerivAt.comp_hasDerivAt t (h.grad (x + t • v)).hasFDerivAt (hline t)
    exact h1.congr_deriv (real_inner_comm v (g (x + t • v)))
  -- first integration: the slope grows at least linearly
  have hd1 : ∀ t : ℝ, HasDerivAt
      (fun s : ℝ => ⟪v, g (x + s • v)⟫_ℝ - m * ‖v‖ ^ 2 * s)
      (⟪v, H (x + t • v) v⟫_ℝ - m * ‖v‖ ^ 2) t := fun t =>
    ((hslope t).fun_sub ((hasDerivAt_id' t).const_mul (m * ‖v‖ ^ 2))).congr_deriv (by ring)
  have hmono1 := monotone_of_deriv_nonneg (fun t => (hd1 t).differentiableAt)
    (fun t => by rw [(hd1 t).deriv]; linarith [h.stiff (x + t • v) v])
  -- second integration: the energy minus the parabola is nondecreasing for `t ≥ 0`
  have hd2 : ∀ t : ℝ, HasDerivAt
      (fun s : ℝ => F (x + s • v) - (⟪v, g x⟫_ℝ * s + m * ‖v‖ ^ 2 / 2 * (s * s)))
      (⟪v, g (x + t • v)⟫_ℝ - (⟪v, g x⟫_ℝ + m * ‖v‖ ^ 2 * t)) t := fun t =>
    ((henergy t).fun_sub (((hasDerivAt_id' t).const_mul ⟪v, g x⟫_ℝ).fun_add
      (((hasDerivAt_id' t).fun_mul (hasDerivAt_id' t)).const_mul
        (m * ‖v‖ ^ 2 / 2)))).congr_deriv (by ring)
  have hmono2 := monotoneOn_of_deriv_nonneg (convex_Ici (0 : ℝ))
    (fun t _ => (hd2 t).continuousAt.continuousWithinAt)
    (fun t _ => (hd2 t).differentiableAt.differentiableWithinAt)
    (fun t ht => by
      rw [interior_Ici] at ht
      have h1 := hmono1 (le_of_lt (Set.mem_Ioi.1 ht))
      simp only [zero_smul, add_zero, mul_zero, sub_zero] at h1
      rw [(hd2 t).deriv]
      linarith)
  have h2 := hmono2 (Set.mem_Ici.2 le_rfl) (Set.mem_Ici.2 zero_le_one) zero_le_one
  simp only [zero_smul, add_zero, one_smul, mul_zero, sub_zero, mul_one] at h2
  rw [real_inner_comm v (g x)]
  linarith
```

`quadratic_growth` is inequality (2). A global minimizer is a local one, so the derivative of `F` vanishes there, and `h0` removes the linear term from the parabola.

```lean
/-- Away from an equilibrium geometry the energy of a stiff surface rises at least
quadratically. -/
theorem quadratic_growth (h : StiffSurface F g H m) {x₁ : E} (h₁ : IsEquilibrium F x₁)
    (y : E) : F x₁ + m / 2 * ‖y - x₁‖ ^ 2 ≤ F y := by
  have hloc : IsLocalMin F x₁ := Filter.Eventually.of_forall h₁
  have hz := hloc.hasFDerivAt_eq_zero (h.grad x₁).hasFDerivAt
  have h0 : ⟪g x₁, y - x₁⟫_ℝ = 0 := DFunLike.congr_fun hz (y - x₁)
  have hp := parabola_le h x₁ (y - x₁)
  rw [h0, add_sub_cancel] at hp
  linarith
```

`energy_excess_le` compares `x` with any other geometry `y`, not only with a minimizer. The term `hi` is Cauchy–Schwarz, and the square handed to `nlinarith` is the one completed by hand.

```lean
/-- On a stiff surface the energy at `x` exceeds that at any other geometry by at most
the squared gradient norm at `x` divided by `2m`. -/
theorem energy_excess_le (h : StiffSurface F g H m) (x y : E) :
    F x - F y ≤ ‖g x‖ ^ 2 / (2 * m) := by
  have hm := h.pos
  have hp := parabola_le h x (y - x)
  rw [add_sub_cancel] at hp
  have hi := (abs_le.1 (abs_real_inner_le_norm (g x) (y - x))).1
  have hk : F x - F y ≤ ‖g x‖ * ‖y - x‖ - m / 2 * ‖y - x‖ ^ 2 := by linarith
  rw [le_div_iff₀ (by positivity)]
  -- complete the square in the displacement
  have hs := mul_le_mul_of_nonneg_left hk (by positivity : 0 ≤ 2 * m)
  nlinarith [sq_nonneg (‖g x‖ - m * ‖y - x‖)]
```

`displacement_le` combines `hq`, the growth from the minimizer, with `hp`, the parabola at `x₀`. The case split separates zero distance from positive distance, where division is allowed.

```lean
/-- On a stiff surface the distance from `x₀` to an equilibrium geometry is at most the
gradient norm at `x₀` divided by `m`. -/
theorem displacement_le (h : StiffSurface F g H m) {x₁ : E} (h₁ : IsEquilibrium F x₁)
    (x₀ : E) : ‖x₀ - x₁‖ ≤ ‖g x₀‖ / m := by
  have hq := quadratic_growth h h₁ x₀
  have hp := parabola_le h x₀ (x₁ - x₀)
  have hi := (abs_le.1 (abs_real_inner_le_norm (g x₀) (x₁ - x₀))).1
  rw [add_sub_cancel] at hp
  rw [norm_sub_rev x₁ x₀] at hp hi
  rw [le_div_iff₀ h.pos]
  rcases eq_or_lt_of_le (norm_nonneg (x₀ - x₁)) with hd | hd
  · rw [← hd, zero_mul]
    exact norm_nonneg _
  · exact le_of_mul_le_mul_right (by nlinarith) hd
```

For existence, the proof minimizes `F` on the closed ball of radius `2 * ‖g 0‖ / m`. The case distinction on `hy` treats points inside the ball by compactness and points outside by the parabola at the origin.

```lean
/-- A stiff surface over finitely many nuclear coordinates has an equilibrium geometry. -/
theorem exists_equilibrium [FiniteDimensional ℝ E] (h : StiffSurface F g H m) :
    ∃ x₁, IsEquilibrium F x₁ := by
  have hm := h.pos
  have hR : 0 ≤ 2 * ‖g 0‖ / m := by positivity
  have hc : Continuous F :=
    continuous_iff_continuousAt.2 fun x => (h.grad x).hasFDerivAt.continuousAt
  obtain ⟨x₁, -, hx₁⟩ := (isCompact_closedBall (0 : E) (2 * ‖g 0‖ / m)).exists_isMinOn
    ⟨0, Metric.mem_closedBall_self hR⟩ hc.continuousOn
  refine ⟨x₁, fun y => ?_⟩
  by_cases hy : y ∈ Metric.closedBall (0 : E) (2 * ‖g 0‖ / m)
  · exact hx₁ hy
  · -- outside the ball the parabola exceeds the energy at the origin
    have h0 : F x₁ ≤ F 0 := hx₁ (Metric.mem_closedBall_self hR)
    rw [mem_closedBall_zero_iff, not_le, div_lt_iff₀ hm] at hy
    have hp := parabola_le h 0 y
    rw [zero_add] at hp
    have hi := (abs_le.1 (abs_real_inner_le_norm (g 0) y)).1
    have hs := mul_nonneg (norm_nonneg y) (sub_nonneg.2 hy.le)
    nlinarith
```

## The bounds at a DFT geometry

In the main theorem, `hG` says that the DFT energy `G` has gradient zero at `x₀`; that point need not be a DFT minimum. Hypothesis `hD` defines `D` as the gradient of the difference. Uniqueness of derivatives gives `hgD : g x₀ = D`, after which the earlier lemmas supply the bounds. The final lines prove uniqueness from (2).

```lean
/-- On a finite-dimensional space of geometries, let the RPA surface `F` be stiff, let the DFT
energy `G` be stationary at `x₀`, and let `D` be the gradient of `F - G` there. Then `F` has a
unique equilibrium `x₁`, at distance at most `‖D‖/m` from `x₀`, and the single-point energy `F x₀`
is too high by at most `‖D‖²/(2m)`. -/
theorem rpa_at_dft_geometry [FiniteDimensional ℝ E] (h : StiffSurface F g H m) {x₀ D : E}
    (hG : HasGradientAt G 0 x₀) (hD : HasGradientAt (fun x => F x - G x) D x₀) :
    ∃ x₁, IsEquilibrium F x₁ ∧ (∀ z, IsEquilibrium F z → z = x₁) ∧
      ‖x₀ - x₁‖ ≤ ‖D‖ / m ∧ 0 ≤ F x₀ - F x₁ ∧ F x₀ - F x₁ ≤ ‖D‖ ^ 2 / (2 * m) := by
  -- stationarity of the DFT energy turns `D` into the RPA gradient
  have e := ((h.grad x₀).hasFDerivAt.sub hG.hasFDerivAt).unique hD.hasFDerivAt
  rw [map_zero, sub_zero] at e
  have hgD : g x₀ = D := (InnerProductSpace.toDual ℝ E).injective e
  obtain ⟨x₁, h₁⟩ := exists_equilibrium h
  refine ⟨x₁, h₁, fun z hz => ?_, hgD ▸ displacement_le h h₁ x₀,
    sub_nonneg.2 (h₁ x₀), hgD ▸ energy_excess_le h x₀ x₁⟩
  have hq := quadratic_growth h h₁ z
  have hm := h.pos
  have hn : ‖z - x₁‖ ^ 2 ≤ 0 := by nlinarith [hz x₁]
  exact sub_eq_zero.1 (norm_eq_zero.1 (pow_eq_zero_iff two_ne_zero |>.1
    (le_antisymm hn (sq_nonneg _))))
```

For RPA single points, the RPA gradient at the DFT geometry thus bounds the errors in geometry and energy caused by omitting the RPA optimisation, provided the surface has a known positive curvature bound everywhere.

The one-coordinate version uses ordinary derivatives. Here `F'` and `F''` are functions, while `G'` is a number, the DFT slope at `x₀`, assumed to be zero. The Hessian becomes multiplication by `F'' x`, and the general theorem applies. The coordinate runs over the whole real line, so for a bond length this is a model that extends the curve beyond physical distances.

```lean
/-- One coordinate: if `F'' ≥ m > 0` everywhere and the DFT slope `G'` vanishes at `x₀`, then
`F` has a unique minimizer, and the slope difference at `x₀` bounds the errors in geometry
and energy. -/
theorem rpa_at_dft_bond_length {F F' F'' G : ℝ → ℝ} {m x₀ G' : ℝ} (hm : 0 < m)
    (hF : ∀ x, HasDerivAt F (F' x) x) (hF' : ∀ x, HasDerivAt F' (F'' x) x)
    (hF'' : ∀ x, m ≤ F'' x) (hG : HasDerivAt G G' x₀) (hG' : G' = 0) :
    ∃ x₁, IsEquilibrium F x₁ ∧ (∀ z, IsEquilibrium F z → z = x₁) ∧
      |x₀ - x₁| ≤ |F' x₀ - G'| / m ∧ 0 ≤ F x₀ - F x₁ ∧
      F x₀ - F x₁ ≤ (F' x₀ - G') ^ 2 / (2 * m) := by
  have h : StiffSurface F F' (fun x => F'' x • ContinuousLinearMap.id ℝ ℝ) m :=
    { pos := hm
      grad := fun x => (hF x).hasGradientAt'
      hess := fun x => (hF' x).hasFDerivAt.congr_fderiv (by ext; simp)
      stiff := fun x v => by
        change m * ‖v‖ ^ 2 ≤ ⟪v, F'' x • v⟫_ℝ
        rw [real_inner_smul_right, real_inner_self_eq_norm_sq]
        exact mul_le_mul_of_nonneg_right (hF'' x) (sq_nonneg _) }
  have hD := ((hF x₀).fun_sub hG).hasGradientAt'
  have hG0 : HasGradientAt G 0 x₀ := (hG.congr_deriv hG').hasGradientAt'
  simpa only [Real.norm_eq_abs, sq_abs] using rpa_at_dft_geometry h hG0 hD
```

## Reaction energies and the harmonic surface

Let `F` describe the reactant and `P` the product, with single points at `a₀` and `b₀` and equilibria `a₁` and `b₁`. The error of the reaction energy is the product's excess minus the reactant's. Both are nonnegative, so the absolute error is at most the larger bound, not the sum. The theorem takes the equilibria as given and uses the RPA gradients directly. Both surfaces are defined on the same space `E`, with their own curvature bounds `m` and `k`. For an isomerisation they are separate models of the two wells, because a single stiff surface has only one minimum. The "exact" reaction energy in the docstring is $P(b_1)-F(a_1)$, the difference between the minima of these two surfaces.

```lean
/-- For a reactant surface `F` and a product surface `P`, both stiff, with equilibria `a₁` and `b₁`
that define the exact reaction energy, the reaction energy from single points at `a₀` and `b₀` errs
by at most the larger of the two single-point bounds. -/
theorem reaction_energy_error {P : E → ℝ} {p : E → E} {K : E → E →L[ℝ] E} {k : ℝ}
    (hF : StiffSurface F g H m) (hP : StiffSurface P p K k) {a₁ b₁ : E}
    (ha : IsEquilibrium F a₁) (hb : IsEquilibrium P b₁) (a₀ b₀ : E) :
    |(P b₀ - F a₀) - (P b₁ - F a₁)| ≤
      max (‖g a₀‖ ^ 2 / (2 * m)) (‖p b₀‖ ^ 2 / (2 * k)) := by
  have h1 := (energy_excess_le hF a₀ a₁).trans (le_max_left _ (‖p b₀‖ ^ 2 / (2 * k)))
  have h2 := (energy_excess_le hP b₀ b₁).trans (le_max_right (‖g a₀‖ ^ 2 / (2 * m)) _)
  -- the two errors are nonnegative and enter with opposite signs
  exact abs_le.2 ⟨by linarith [hb b₀], by linarith [ha a₀]⟩
```

The harmonic surface $\tfrac m2\|x-c\|^2$ has gradient $m(x-c)$ and minimizer $c$. Its displacement is $\|m(x_0-c)\|/m$, and its energy excess is $\|m(x_0-c)\|^2/(2m)$. Both general estimates are therefore equalities at every `x₀`, and neither constant can be improved for all stiff surfaces on a nonzero space. The proof first computes the norm of the gradient (`hn`), then verifies the conditions of `StiffSurface`, the minimality of `c` and the two equalities.

```lean
/-- The harmonic surface `m‖x - c‖²/2` with `m > 0` is stiff with equilibrium `c`, and it
attains equality in both the displacement and the energy bound at every geometry `x₀`. -/
theorem harmonic_sharp (hm : 0 < m) (c x₀ : E) :
    StiffSurface (fun x : E => m / 2 * ‖x - c‖ ^ 2) (fun x => m • (x - c))
      (fun _ => m • ContinuousLinearMap.id ℝ E) m ∧
    IsEquilibrium (fun x : E => m / 2 * ‖x - c‖ ^ 2) c ∧
    ‖x₀ - c‖ = ‖m • (x₀ - c)‖ / m ∧
    m / 2 * ‖x₀ - c‖ ^ 2 - m / 2 * ‖c - c‖ ^ 2 = ‖m • (x₀ - c)‖ ^ 2 / (2 * m) := by
  have hn : ‖m • (x₀ - c)‖ = m * ‖x₀ - c‖ := by
    rw [norm_smul, Real.norm_of_nonneg hm.le]
  refine ⟨⟨hm, fun x => ?_, fun x => ?_, fun x v => ?_⟩, fun y => ?_, ?_, ?_⟩
  · have h1 := (((hasFDerivAt_id x).sub_const c).norm_sq).const_mul (m / 2)
    refine hasGradientAt_iff_hasFDerivAt.2 (h1.congr_fderiv ?_)
    ext v
    change m / 2 * ((2 : ℕ) • ⟪x - c, v⟫_ℝ) = ⟪m • (x - c), v⟫_ℝ
    rw [real_inner_smul_left, nsmul_eq_mul]
    push_cast
    ring
  · exact ((hasFDerivAt_id x).sub_const c).const_smul m
  · change m * ‖v‖ ^ 2 ≤ ⟪v, m • v⟫_ℝ
    rw [real_inner_smul_right, real_inner_self_eq_norm_sq]
  · change m / 2 * ‖c - c‖ ^ 2 ≤ m / 2 * ‖y - c‖ ^ 2
    rw [sub_self, norm_zero]
    nlinarith [mul_nonneg hm.le (sq_nonneg ‖y - c‖)]
  · rw [hn, mul_div_cancel_left₀ _ hm.ne']
  · rw [hn, sub_self, norm_zero, eq_div_iff (by positivity)]
    ring

end RPASinglePoint
```

```lean
#print axioms RPASinglePoint.rpa_at_dft_geometry
#print axioms RPASinglePoint.rpa_at_dft_bond_length
#print axioms RPASinglePoint.reaction_energy_error
#print axioms RPASinglePoint.harmonic_sharp
```

```
'RPASinglePoint.rpa_at_dft_geometry' depends on axioms: [propext, Classical.choice, Quot.sound]
'RPASinglePoint.rpa_at_dft_bond_length' depends on axioms: [propext, Classical.choice, Quot.sound]
'RPASinglePoint.reaction_energy_error' depends on axioms: [propext, Classical.choice, Quot.sound]
'RPASinglePoint.harmonic_sharp' depends on axioms: [propext, Classical.choice, Quot.sound]
```
